# The mixed long-range/short-range term in direct MP2 is bounded by the two pure energies

Suppose a direct MP2 calculation with fixed orbitals and orbital energies splits the electron repulsion into a long-range and a short-range part, and the two pure second-order correlation energies, each computed with one part alone, are already known. The mixed term is the full second-order energy minus both of them. Before the mixed term is neglected, its possible size can be read off from those two numbers: with positive gaps, it is at most twice their geometric mean in magnitude. Pure energies of $-100$ and $-1$, in any common unit, allow a mixed term of magnitude up to $20$, so a small short-range energy alone does not justify neglecting it.

## From squared moduli to the bound

Let $k$ run over a finite set of double excitations with gaps $D_k>0$. Let $l_k$ and $s_k$ be the complex long-range and short-range integrals, with spin prefactors absorbed. For any integrals $v_k$, define

$$E(v)=-\sum_k\frac{|v_k|^2}{D_k},\qquad M=E(l+s)-E(l)-E(s).$$

Since $|l_k+s_k|^2=|l_k|^2+|s_k|^2+2\,\mathrm{Re}(l_k^*s_k)$, the mixed term is

$$M=-2\sum_k\frac{\mathrm{Re}(l_k^*s_k)}{D_k}.$$

The same expansion with real weights $a,b$ gives

$$E(al+bs)=a^2E(l)+abM+b^2E(s).$$

Every summand $|v_k|^2/D_k$ is nonnegative, so $E(v)\le0$, with equality only if all $v_k$ vanish. Setting $a=x$ and $b=1$ yields, for every real $x$,

$$-E(l)x^2-Mx-E(s)\ge0.$$

A real quadratic that never becomes negative has no positive discriminant, so $M^2\le4E(l)E(s)$. If $E(l)=0$, the expression is linear in $x$, which forces $M=0$ and gives the same inequality. Taking roots,

$$|M|\le2\sqrt{E(l)E(s)}.$$

Equality holds exactly when $al+bs=0$ for real $a,b$ that are not both zero. Assume first that $M^2=4E(l)E(s)$. If $E(l)=0$, then $l=0$, and $a=1$, $b=0$ will do. Otherwise take $a=M$ and $b=-2E(l)\ne0$, for which

$$E(al+bs)=E(l)\bigl(4E(l)E(s)-M^2\bigr)=0,$$

and hence $al+bs=0$. Conversely, if $al+bs=0$, the quadratic form vanishes at $(a,b)$. Multiplying it by $4E(s)$ and completing the square gives

$$a^2\bigl(4E(l)E(s)-M^2\bigr)=-\bigl(2bE(s)+aM\bigr)^2.$$

For $a\ne0$ the left side is nonnegative and the right side nonpositive, so both vanish. For $b\ne0$, multiply by $4E(l)$ and exchange the roles of $l$ and $s$.

## Integrals and gaps as functions on a finite type

The index type `ι` labels the excitations.

In Lean 4 with Mathlib:

```lean
import Mathlib

open ComplexConjugate

namespace RangeSeparatedMP2

noncomputable section

variable {ι : Type*} [Fintype ι]
```

Integrals are functions `ι → ℂ` and gaps are a function `ι → ℝ`. One function `D` serves all three energies, which expresses the fixed orbitals and orbital energies.

```lean
/-- The direct second-order energy of the integrals `v` with excitation gaps `D`,
with spin prefactors absorbed into the integrals. -/
def mp2Energy (D : ι → ℝ) (v : ι → ℂ) : ℝ := -∑ k, ‖v k‖ ^ 2 / D k
```

The full integrals are the pointwise sum `l + s`, because they are linear in the interaction. No particular separating function is specified: `l` and `s` are arbitrary. Exchange contributions, orbital relaxation and infinite sets of excitations are not covered.

```lean
/-- The mixed term: the energy of the full interaction minus the pure long-range
and pure short-range energies. -/
def mixedTerm (D : ι → ℝ) (l s : ι → ℂ) : ℝ :=
  mp2Energy D (l + s) - mp2Energy D l - mp2Energy D s
```

## The energy as a quadratic form

The overlap formula is proved one excitation at a time. `Finset.sum_congr` reduces the equality of sums to equality of summands, the moduli are written in real and imaginary parts, and `ring` checks the algebra.

```lean
/-- The mixed term is the inverse-gap-weighted real overlap of the long-range and short-range
integrals, times minus two. -/
theorem mixedTerm_eq (D : ι → ℝ) (l s : ι → ℂ) :
    mixedTerm D l s = -2 * ∑ k, (conj (l k) * s k).re / D k := by
  simp only [mixedTerm, mp2Energy, ← Finset.sum_neg_distrib, Finset.mul_sum,
    ← Finset.sum_sub_distrib]
  refine Finset.sum_congr rfl fun k _ => ?_
  simp only [Complex.sq_norm, Complex.normSq_apply, Pi.add_apply, Complex.add_re,
    Complex.add_im, Complex.mul_re, Complex.conj_re, Complex.conj_im]
  ring
```

The weighted expansion follows the same route, after the mixed term has been replaced by its overlap formula. Neither identity needs a sign condition on the gaps.

```lean
/-- With real weights `a` and `b` on the two ranges, the energy is a quadratic form
in the weights whose cross coefficient is the mixed term. -/
theorem mp2Energy_weighted (D : ι → ℝ) (l s : ι → ℂ) (a b : ℝ) :
    mp2Energy D (fun k => (a : ℂ) * l k + (b : ℂ) * s k) =
      a ^ 2 * mp2Energy D l + a * b * mixedTerm D l s + b ^ 2 * mp2Energy D s := by
  rw [mixedTerm_eq]
  simp only [mp2Energy, ← Finset.sum_neg_distrib, Finset.mul_sum,
    ← Finset.sum_add_distrib]
  refine Finset.sum_congr rfl fun k _ => ?_
  simp only [Complex.sq_norm, Complex.normSq_apply, Complex.add_re, Complex.add_im,
    Complex.mul_re, Complex.mul_im, Complex.conj_re, Complex.conj_im,
    Complex.ofReal_re, Complex.ofReal_im]
  ring
```

## What positive gaps contribute

The hypothesis `hD : ∀ k, 0 < D k` says that every double excitation raises the sum of the orbital energies, as it does when all occupied orbitals lie below all virtual ones. It is assumed here, not derived from an orbital calculation. It makes the energy a sum of nonpositive terms.

```lean
/-- For positive gaps the direct second-order energy is never positive. -/
theorem mp2Energy_nonpos {D : ι → ℝ} (hD : ∀ k, 0 < D k) (v : ι → ℂ) :
    mp2Energy D v ≤ 0 := by
  have h : 0 ≤ ∑ k, ‖v k‖ ^ 2 / D k :=
    Finset.sum_nonneg fun k _ => div_nonneg (sq_nonneg _) (hD k).le
  unfold mp2Energy
  linarith
```

A vanishing sum of nonnegative terms has only vanishing terms. As no gap is zero, each integral must then be zero.

```lean
/-- For positive gaps the energy vanishes exactly when all integrals vanish. -/
theorem mp2Energy_eq_zero_iff {D : ι → ℝ} (hD : ∀ k, 0 < D k) (v : ι → ℂ) :
    mp2Energy D v = 0 ↔ v = 0 := by
  constructor
  · intro h
    have h' : ∑ k, ‖v k‖ ^ 2 / D k = 0 := by
      unfold mp2Energy at h
      linarith
    have hall := (Finset.sum_eq_zero_iff_of_nonneg
      (fun k _ => div_nonneg (sq_nonneg _) (hD k).le)).1 h'
    funext k
    rcases div_eq_zero_iff.1 (hall k (Finset.mem_univ k)) with h1 | h1
    · simpa using h1
    · exact absurd h1 (hD k).ne'
  · rintro rfl
    simp [mp2Energy]
```

## The discriminant and the square root

In the next proof, `h` is the quadratic inequality in $x$, obtained from the sign of the energy and the weighted expansion. `discrim_le_zero` supplies the discriminant step, including the case of a zero leading coefficient.

```lean
/-- The square of the mixed term is at most four times the product of the
long-range and short-range energies. -/
theorem mixedTerm_sq_le {D : ι → ℝ} (hD : ∀ k, 0 < D k) (l s : ι → ℂ) :
    mixedTerm D l s ^ 2 ≤ 4 * (mp2Energy D l * mp2Energy D s) := by
  -- the energy of `x l + s` has a fixed sign for every real `x`
  have h : ∀ x : ℝ, 0 ≤ -mp2Energy D l * (x * x) + -mixedTerm D l s * x
      + -mp2Energy D s := by
    intro x
    have h1 := mp2Energy_nonpos hD (fun k => (x : ℂ) * l k + ((1 : ℝ) : ℂ) * s k)
    rw [mp2Energy_weighted] at h1
    nlinarith [h1]
  -- hence the discriminant is not positive
  have h2 := discrim_le_zero h
  unfold discrim at h2
  nlinarith [h2]
```

The main theorem states the bound with the mixed term written out as a difference of energies. The product under the root is nonnegative because both factors are nonpositive, and the proof compares the squares of the two sides.

```lean
/-- The mixed long-range/short-range term is bounded in magnitude by twice the
geometric mean of the magnitudes of the two pure energies. -/
theorem abs_mixed_le {D : ι → ℝ} (hD : ∀ k, 0 < D k) (l s : ι → ℂ) :
    |mp2Energy D (l + s) - mp2Energy D l - mp2Energy D s| ≤
      2 * √(mp2Energy D l * mp2Energy D s) := by
  change |mixedTerm D l s| ≤ _
  have hP : 0 ≤ mp2Energy D l * mp2Energy D s := by
    nlinarith [mp2Energy_nonpos hD l, mp2Energy_nonpos hD s]
  apply abs_le_of_sq_le_sq _ (by positivity)
  rw [mul_pow, Real.sq_sqrt hP]
  linarith [mixedTerm_sq_le hD l s]
```

## Equality and real linear dependence

The theorem on equality first squares both sides. The forward direction uses the weights $M$ and $-2E(l)$ found above. The reverse direction supposes that the inequality is strict and contradicts this by completing the square, with one case for each weight that may be nonzero.

```lean
/-- The bound on the mixed term is attained exactly when the long-range and
short-range integrals are linearly dependent over the real numbers. -/
theorem abs_mixed_eq_iff {D : ι → ℝ} (hD : ∀ k, 0 < D k) (l s : ι → ℂ) :
    |mixedTerm D l s| = 2 * √(mp2Energy D l * mp2Energy D s) ↔
      ∃ a b : ℝ, (a ≠ 0 ∨ b ≠ 0) ∧ ∀ k, (a : ℂ) * l k + (b : ℂ) * s k = 0 := by
  have hP : 0 ≤ mp2Energy D l * mp2Energy D s := by
    nlinarith [mp2Energy_nonpos hD l, mp2Energy_nonpos hD s]
  have hle := mixedTerm_sq_le hD l s
  rw [← sq_eq_sq₀ (abs_nonneg _)
    (by positivity : 0 ≤ 2 * √(mp2Energy D l * mp2Energy D s)),
    sq_abs, mul_pow, Real.sq_sqrt hP]
  constructor
  · intro h
    by_cases hl : mp2Energy D l = 0
    · have hl0 := (mp2Energy_eq_zero_iff hD l).1 hl
      exact ⟨1, 0, Or.inl one_ne_zero, fun k => by simp [hl0]⟩
    · -- these weights are a non-trivial zero of the quadratic form
      refine ⟨mixedTerm D l s, -2 * mp2Energy D l,
        Or.inr (mul_ne_zero (by norm_num) hl), fun k => ?_⟩
      have h0 := mp2Energy_weighted D l s (mixedTerm D l s) (-2 * mp2Energy D l)
      have h1 := (mp2Energy_eq_zero_iff hD _).1
        (h0.trans (by linear_combination (-mp2Energy D l) * h))
      exact congrFun h1 k
  · rintro ⟨a, b, hab, hk⟩
    have h0 := (mp2Energy_eq_zero_iff hD
      (fun k => (a : ℂ) * l k + (b : ℂ) * s k)).2 (funext hk)
    rw [mp2Energy_weighted] at h0
    by_contra hne
    have hlt : 0 < 4 * (mp2Energy D l * mp2Energy D s) - mixedTerm D l s ^ 2 := by
      rcases lt_or_eq_of_le hle with h | h
      · linarith
      · exact absurd (by linarith) hne
    -- one weight is non-zero: complete the square in the other one
    rcases hab with ha | hb
    · have e : a ^ 2 * (4 * (mp2Energy D l * mp2Energy D s) - mixedTerm D l s ^ 2)
          = -(2 * b * mp2Energy D s + a * mixedTerm D l s) ^ 2 := by
        linear_combination 4 * mp2Energy D s * h0
      have hp := mul_pos (by positivity : 0 < a ^ 2) hlt
      linarith [sq_nonneg (2 * b * mp2Energy D s + a * mixedTerm D l s)]
    · have e : b ^ 2 * (4 * (mp2Energy D l * mp2Energy D s) - mixedTerm D l s ^ 2)
          = -(2 * a * mp2Energy D l + b * mixedTerm D l s) ^ 2 := by
        linear_combination 4 * mp2Energy D l * h0
      have hp := mul_pos (by positivity : 0 < b ^ 2) hlt
      linarith [sq_nonneg (2 * a * mp2Energy D l + b * mixedTerm D l s)]
```

The coefficients must be real. For a single excitation with $l=1$ and $s=i$, the integrals are dependent over the complex numbers, yet $M=0$ while both pure energies are nonzero.

## A triangle inequality and a vanishing mixed term

The lower half of the absolute-value bound, $-2\sqrt{E(l)E(s)}\le M$, gives

$$-E(l+s)=-E(l)-E(s)-M\le\left(\sqrt{-E(l)}+\sqrt{-E(s)}\right)^2.$$

Taking roots gives the next theorem.

```lean
/-- The square root of the magnitude of the full energy is at most the sum of the
square roots of the long-range and short-range magnitudes. -/
theorem sqrt_energy_triangle {D : ι → ℝ} (hD : ∀ k, 0 < D k) (l s : ι → ℂ) :
    √(-mp2Energy D (l + s)) ≤ √(-mp2Energy D l) + √(-mp2Energy D s) := by
  have hA : 0 ≤ -mp2Energy D l := by linarith [mp2Energy_nonpos hD l]
  have hB : 0 ≤ -mp2Energy D s := by linarith [mp2Energy_nonpos hD s]
  have hs : √(mp2Energy D l * mp2Energy D s)
      = √(-mp2Energy D l) * √(-mp2Energy D s) := by
    rw [← Real.sqrt_mul hA, neg_mul_neg]
  have h := (abs_le.1 (abs_mixed_le hD l s)).1
  rw [hs] at h
  refine Real.sqrt_le_iff.2 ⟨by positivity, ?_⟩
  nlinarith [Real.sq_sqrt hA, Real.sq_sqrt hB]
```

If $s_k=i\,r_kl_k$ with real $r_k$, then $l_k^*s_k=i\,r_k|l_k|^2$ has zero real part for every $k$. The energies of the two ranges then add exactly. With real orbitals all integrals are real, and the condition holds only if every $s_k$ is zero.

```lean
/-- If each short-range integral is a real multiple of `i` times the long-range
one, the mixed term vanishes. -/
theorem mixedTerm_quadrature (D r : ι → ℝ) (l : ι → ℂ) :
    mixedTerm D l (fun k => Complex.I * (r k : ℂ) * l k) = 0 := by
  rw [mixedTerm_eq]
  have h : ∀ k, (conj (l k) * (Complex.I * (r k : ℂ) * l k)).re = 0 := by
    intro k
    simp only [Complex.mul_re, Complex.mul_im, Complex.conj_re, Complex.conj_im,
      Complex.I_re, Complex.I_im, Complex.ofReal_re, Complex.ofReal_im]
    ring
  simp [h]

end

end RangeSeparatedMP2
```

```lean
#print axioms RangeSeparatedMP2.abs_mixed_le
#print axioms RangeSeparatedMP2.abs_mixed_eq_iff
#print axioms RangeSeparatedMP2.sqrt_energy_triangle
#print axioms RangeSeparatedMP2.mixedTerm_quadrature
```

```
'RangeSeparatedMP2.abs_mixed_le' depends on axioms: [propext, Classical.choice, Quot.sound]
'RangeSeparatedMP2.abs_mixed_eq_iff' depends on axioms: [propext, Classical.choice, Quot.sound]
'RangeSeparatedMP2.sqrt_energy_triangle' depends on axioms: [propext, Classical.choice, Quot.sound]
'RangeSeparatedMP2.mixedTerm_quadrature' depends on axioms: [propext, Classical.choice, Quot.sound]
```

## The same bound in a weighted inner-product space

The integrals could also be modelled as vectors with components $v_k/\sqrt{D_k}$, so that $-E(v)$ is a squared norm. The main bound would then be the Cauchy–Schwarz inequality for the real part of the complex inner product, and the triangle inequality would be that of the norm. The proofs would be shorter, but positive gaps would be needed from the start, even for the two expansion identities. The equality condition would still have to be taken over the real numbers.
